# The curvature of an uncorrelated binary alloy's average energy is a sum over pairs of sites

Take a crystal of B atoms and replace some of them by A atoms, choosing the sites at random. The energy averaged over the random arrangements depends on the concentration of A, and its graph is usually bent. If every substitution changed the energy by a fixed amount, the graph would be a straight line. But the cost of a substitution depends on which atoms surround the site. How does that dependence fix the bend?

The model has a finite set of sites, `ι`. A configuration $\sigma$ assigns to each site $i$ an occupation $\sigma_i$, equal to 1 (`true`, an A atom) or 0 (`false`, a B atom). A site is called occupied if it holds an A atom and empty if it holds a B atom; there are no vacancies. The energy $E(\sigma)$ is any real function of the configuration, with interactions of any range and any number of bodies.

```lean
import Mathlib

open Finset

namespace RandomAlloyCurvature

noncomputable section

variable {ι : Type*} [Fintype ι] [DecidableEq ι]
```

A site with concentration $x$ has weight $w_x(1)=x$ and $w_x(0)=1-x$.

```lean
/-- Weight of one site with concentration `x`: `x` if it is occupied, `1 - x` if it is empty. -/
def occ (x : ℝ) : Bool → ℝ
  | true => x
  | false => 1 - x
```

The derivative of this weight with respect to $x$ is $s(1)=1$, $s(0)=-1$.

```lean
/-- Derivative of the weight of one site with respect to its concentration. -/
def slope : Bool → ℝ
  | true => 1
  | false => -1
```

Sites are occupied independently, site $i$ with concentration $p_i$, so the average energy is
$$\langle E\rangle_p=\sum_\sigma\Big(\prod_i w_{p_i}(\sigma_i)\Big)E(\sigma).$$
The definition accepts any real $p_i$; it is a probability average when all of them lie in $[0,1]$.

```lean
/-- Average of the configuration energy `E` when the sites are occupied independently,
site `i` with concentration `p i`. -/
def average (p : ι → ℝ) (E : (ι → Bool) → ℝ) : ℝ :=
  ∑ σ : ι → Bool, (∏ i, occ (p i) (σ i)) * E σ
```

Write $\sigma^{i\to b}$ for $\sigma$ with the occupation of site $i$ overwritten by $b$, which is `Function.update σ i b` in Lean. The substitution energy of site $i$ is $\Delta_iE(\sigma)=E(\sigma^{i\to1})-E(\sigma^{i\to0})$.

```lean
/-- Substitution energy of site `i`: energy with `i` occupied minus energy with `i` empty,
the other sites being left as they are. -/
def substDiff (i : ι) (E : (ι → Bool) → ℝ) (σ : ι → Bool) : ℝ :=
  E (Function.update σ i true) - E (Function.update σ i false)
```

For two sites, let $E_{ab}$ be the energy after $j$ has been set to $b$ and then $i$ to $a$. The mixed second difference is $D_{ij}E=E_{11}-E_{10}-E_{01}+E_{00}$, a function of the occupations of the other sites.

```lean
/-- Mixed second difference `E_11 - E_10 - E_01 + E_00` in the occupations of sites `i`
and `j`, the other sites being left as they are. -/
def mixedDiff (i j : ι) (E : (ι → Bool) → ℝ) (σ : ι → Bool) : ℝ :=
  E (Function.update (Function.update σ j true) i true)
    - E (Function.update (Function.update σ j false) i true)
    - E (Function.update (Function.update σ j true) i false)
    + E (Function.update (Function.update σ j false) i false)
```

Two restrictions are built in. Independent occupation means no short-range order. And $E$ depends on $\sigma$ alone: if the energy function itself changed with concentration, for example through a lattice constant adjusted to the composition, the curvature formulas below would in general gain further terms.

### (a) Differentiating the weight of one site

Replace the weight of site $i$ in the average by its derivative, and show that an averaged substitution energy results:
$$\sum_\sigma\Big(\prod_{j\ne i}w_{p_j}(\sigma_j)\Big)s(\sigma_i)E(\sigma)=\langle\Delta_iE\rangle_p.$$

Fix the occupations of all sites other than $i$, and let $R$ be the product of their weights. Two configurations remain. On the left they contribute
$$R\,E(\sigma^{i\to1})-R\,E(\sigma^{i\to0})=R\,\Delta_iE.$$
On the right, $\Delta_iE$ does not depend on $\sigma_i$, so they contribute $p_iR\,\Delta_iE+(1-p_i)R\,\Delta_iE=R\,\Delta_iE$. Summing over the other occupations gives the claim.

The Lean proof keeps the sum over all configurations and compares each $\sigma$ together with its partner flipped at $i$. Flipping is a bijection, so this counts both totals twice, and `pairing` concludes that they agree. `hfull` splits off the weight of site $i$, `hrest` says that $R$ ignores $\sigma_i$, and the two cases of `σ i` end in the algebra above.

```lean
/-- Replacing the weight of site `i` by its derivative turns the average of the energy into
the average of the substitution energy of that site. -/
theorem sum_slope_eq_average (p : ι → ℝ) (E : (ι → Bool) → ℝ) (i : ι) :
    ∑ σ : ι → Bool, (∏ j ∈ univ.erase i, occ (p j) (σ j)) * slope (σ i) * E σ
      = average p (substDiff i E) := by
  -- two sums agree if they agree on each pair of configurations differing at site `i`
  have pairing : ∀ a b : (ι → Bool) → ℝ,
      (∀ σ, a σ + a (Function.update σ i (!σ i)) = b σ + b (Function.update σ i (!σ i))) →
      ∑ σ, a σ = ∑ σ, b σ := by
    intro a b hab
    have hinv : Function.Involutive
        (fun σ : ι → Bool => Function.update σ i (!σ i)) := by
      intro σ
      simp
    have ha := hinv.bijective.sum_comp a
    have hb := hinv.bijective.sum_comp b
    have h := Finset.sum_congr (rfl : (univ : Finset (ι → Bool)) = univ)
      (fun σ _ => hab σ)
    rw [Finset.sum_add_distrib, Finset.sum_add_distrib] at h
    linarith
  have hrest : ∀ (σ : ι → Bool) (b : Bool),
      ∏ j ∈ univ.erase i, occ (p j) (Function.update σ i b j)
        = ∏ j ∈ univ.erase i, occ (p j) (σ j) := fun σ b =>
    Finset.prod_congr rfl fun j hj => by
      rw [Function.update_of_ne (Finset.ne_of_mem_erase hj)]
  have hfull : ∀ σ : ι → Bool, ∏ j, occ (p j) (σ j)
      = occ (p i) (σ i) * ∏ j ∈ univ.erase i, occ (p j) (σ j) := fun σ =>
    (Finset.mul_prod_erase univ (fun j => occ (p j) (σ j)) (Finset.mem_univ i)).symm
  unfold average
  refine pairing _ _ fun σ => ?_
  simp only [hfull, hrest, substDiff, Function.update_self, Function.update_idem]
  cases h : σ i with
  | false =>
    have hu : Function.update σ i false = σ := by
      rw [← h]
      exact Function.update_eq_self i σ
    simp only [hu, occ, slope, Bool.not_false]
    ring
  | true =>
    have hu : Function.update σ i true = σ := by
      rw [← h]
      exact Function.update_eq_self i σ
    simp only [hu, occ, slope, Bool.not_true]
    ring
```

### (b) Linear response

Let the concentrations move along a straight path $p_i+tv_i$ with real rates $v_i$. Show that
$$\frac{d}{dt}\langle E\rangle_{p+tv}=\sum_i v_i\,\langle\Delta_iE\rangle_{p+tv}.$$

The weight of site $i$ has derivative $s(\sigma_i)v_i$ along the path. The product rule gives
$$\sum_\sigma\sum_i v_i\,s(\sigma_i)\Big(\prod_{j\ne i}w_{p_j+tv_j}(\sigma_j)\Big)E(\sigma).$$
Exchange the two sums and apply (a) for each $i$. With $p_i=0$, $v_i=1$ and $t=c$, all sites have concentration $c$, and the first derivative in $c$ is the sum of the averaged substitution energies.

`HasDerivAt f f' t` says that `f` is differentiable at `t` with derivative `f'`. In the proof `hocc` differentiates one weight, `hw` is the product rule, and `Finset.sum_comm` exchanges the sums.

```lean
/-- Linear response: when the site concentrations move as `p i + t * v i`, the average energy
changes at the rate given by the averaged substitution energies weighted with `v i`. -/
theorem hasDerivAt_average_path (p v : ι → ℝ) (E : (ι → Bool) → ℝ) (t : ℝ) :
    HasDerivAt (fun s => average (fun k => p k + s * v k) E)
      (∑ i, v i * average (fun k => p k + t * v k) (substDiff i E)) t := by
  have hocc : ∀ (i : ι) (b : Bool),
      HasDerivAt (fun s => occ (p i + s * v i) b) (slope b * v i) t := by
    intro i b
    have h : HasDerivAt (fun s => p i + s * v i) (v i) t :=
      (((hasDerivAt_id' t).mul_const (v i)).const_add (p i)).congr_deriv (one_mul _)
    cases b with
    | false => exact (h.const_sub 1).congr_deriv (by simp [slope])
    | true => exact h.congr_deriv (by simp [slope])
  -- product rule for the weight of each configuration
  have hw := fun σ : ι → Bool =>
    HasDerivAt.fun_finsetProd (u := univ) (fun i _ => hocc i (σ i))
  refine (HasDerivAt.fun_sum (u := univ)
    (fun σ _ => (hw σ).mul_const (E σ))).congr_deriv ?_
  simp only [← sum_slope_eq_average, Finset.mul_sum, Finset.sum_mul, smul_eq_mul]
  rw [Finset.sum_comm]
  exact Finset.sum_congr rfl fun i _ => Finset.sum_congr rfl fun σ _ => by ring
```

### (c) A substitution energy of a substitution energy

The function $\Delta_iE$ is itself a function of the configuration, so it has substitution energies of its own. Show that
$$\Delta_j(\Delta_iE)=D_{ij}E.$$

Expand the outer difference first:
$$\Delta_iE(\sigma^{j\to1})-\Delta_iE(\sigma^{j\to0})=(E_{11}-E_{01})-(E_{10}-E_{00}).$$
This is $D_{ij}E$ with its terms in another order. Lean unfolds both definitions at a configuration `σ` and leaves the reordering to `ring`.

```lean
omit [Fintype ι] in
/-- The substitution energy at `j` of the substitution energy at `i` is the mixed second
difference of the two sites. -/
theorem substDiff_substDiff (i j : ι) (E : (ι → Bool) → ℝ) :
    substDiff j (substDiff i E) = mixedDiff i j E := by
  funext σ
  simp only [substDiff, mixedDiff]
  ring
```

### (d) Two substitutions on the same site

Show that a site does not pair with itself:
$$\langle D_{ii}E\rangle_p=0.$$

When $j=i$, the second overwriting erases the first, so $E_{ab}$ depends only on $a$. Then $E_{11}=E_{10}$ and $E_{01}=E_{00}$, and the four terms cancel in every configuration. `simp` performs the same cancellation inside the average.

```lean
/-- A site does not pair with itself: its mixed second difference averages to zero. -/
theorem average_mixedDiff_self (p : ι → ℝ) (i : ι) (E : (ι → Bool) → ℝ) :
    average p (mixedDiff i i E) = 0 := by
  simp [average, mixedDiff]
```

### (e) Curvature along a path

Show that the second derivative along the path of (b) is
$$\frac{d^2}{dt^2}\langle E\rangle_{p+tv}=\sum_i\sum_{j\ne i}v_iv_j\,\langle D_{ij}E\rangle_{p+tv}.$$

By (b), the first derivative is $\sum_iv_i\langle\Delta_iE\rangle_{p+tv}$ for every $t$. Each term is again the average of a fixed function of the configuration, so (b) applies to it with $\Delta_iE$ in place of $E$:
$$\sum_iv_i\sum_jv_j\,\langle\Delta_j\Delta_iE\rangle_{p+tv}.$$
By (c) the averages are $\langle D_{ij}E\rangle_{p+tv}$, and by (d) the terms with $j=i$ vanish.

In Lean, `hd` identifies the function `deriv` of the average with the sum from (b). The linear response is then applied a second time, and `Finset.add_sum_erase` separates the term $j=i$ so that it can be removed.

```lean
/-- Curvature along any straight path of site concentrations `p i + t * v i`: the second
derivative of the average energy is the sum over ordered pairs of distinct sites of the
averaged mixed second differences, weighted with `v i * v j`. -/
theorem hasDerivAt_deriv_average_path (p v : ι → ℝ) (E : (ι → Bool) → ℝ) (t : ℝ) :
    HasDerivAt (deriv fun s => average (fun k => p k + s * v k) E)
      (∑ i, ∑ j ∈ univ.erase i,
        v i * v j * average (fun k => p k + t * v k) (mixedDiff i j E)) t := by
  have hd : (deriv fun s => average (fun k => p k + s * v k) E)
      = fun s => ∑ i, v i * average (fun k => p k + s * v k) (substDiff i E) :=
    funext fun s => (hasDerivAt_average_path p v E s).deriv
  rw [hd]
  -- apply the linear response once more, to each substitution energy
  refine (HasDerivAt.fun_sum (u := univ) (fun i _ =>
    (hasDerivAt_average_path p v (substDiff i E) t).const_mul (v i))).congr_deriv ?_
  refine Finset.sum_congr rfl fun i _ => ?_
  -- the term with both substitutions on the same site drops out
  rw [← Finset.add_sum_erase univ _ (Finset.mem_univ i)]
  simp only [substDiff_substDiff, average_mixedDiff_self, mul_zero, zero_add,
    Finset.mul_sum, mul_assoc]
```

### (f) The uniform alloy

Now give all sites the same concentration $c$ and write $\langle E\rangle_c$ for the average. Show that
$$\frac{d^2}{dc^2}\langle E\rangle_c=\sum_i\sum_{j\ne i}\langle D_{ij}E\rangle_c.$$

Set $p_i=0$, $v_i=1$ and $t=c$ in (e), which is also the whole Lean proof. The pairs are ordered, so each pair of sites counts twice. For two sites with $E=J\sigma_1\sigma_2$ and a constant $J$, the average is $Jc^2$, with second derivative $2J$, and each of the two ordered pairs supplies $J$.

If $E$ is the total energy from an electronic-structure calculation for each occupation of a finite supercell, the formula expresses the curvature of the uncorrelated average through pair substitutions in a random environment.

```lean
/-- Uniform random alloy: the second derivative of the average energy in the concentration `c`
is the sum over ordered pairs of distinct sites of the averaged mixed second differences. -/
theorem hasDerivAt_deriv_average (E : (ι → Bool) → ℝ) (c : ℝ) :
    HasDerivAt (deriv fun x => average (fun _ => x) E)
      (∑ i, ∑ j ∈ univ.erase i, average (fun _ => c) (mixedDiff i j E)) c := by
  simpa only [zero_add, mul_one, one_mul] using
    hasDerivAt_deriv_average_path (fun _ => 0) (fun _ => 1) E c
```

### (g) A sign condition on the pairs

Suppose that $D_{ij}E(\sigma)\ge0$ for all $i\ne j$ and all $\sigma$. This means $E_{10}+E_{01}\le E_{11}+E_{00}$: in any surroundings, the two unlike occupations of a pair together cost no more than the two like ones. Show that
$$c\mapsto\langle E\rangle_c\ \text{ is convex on }[0,1].$$

For $0\le c\le1$ the weights $c$ and $1-c$ are nonnegative, so every average in (f) is a sum of nonnegative terms. The second derivative is therefore nonnegative on the interval, and the function is convex.

The condition is the hypothesis `hE`. The theorem `convexOn_of_deriv2_nonneg'` supplies the step from second derivative to convexity; its differentiability requirements come from (b) and (f).

```lean
/-- If the mixed second differences of all pairs of distinct sites are nonnegative in every
configuration, the average energy is a convex function of the concentration on `[0, 1]`. -/
theorem convexOn_average (E : (ι → Bool) → ℝ)
    (hE : ∀ i j, i ≠ j → ∀ σ, 0 ≤ mixedDiff i j E σ) :
    ConvexOn ℝ (Set.Icc (0 : ℝ) 1) (fun c => average (fun _ => c) E) := by
  have h1 : ∀ c, DifferentiableAt ℝ (fun x => average (fun _ => x) E) c := by
    intro c
    simpa only [zero_add, mul_one] using
      (hasDerivAt_average_path (fun _ => 0) (fun _ => 1) E c).differentiableAt
  refine convexOn_of_deriv2_nonneg' (convex_Icc 0 1)
    (fun c _ => (h1 c).differentiableWithinAt)
    (fun c _ => (hasDerivAt_deriv_average E c).differentiableAt.differentiableWithinAt) ?_
  intro c hc
  change 0 ≤ deriv (deriv fun x => average (fun _ => x) E) c
  rw [(hasDerivAt_deriv_average E c).deriv]
  have hocc : ∀ b, 0 ≤ occ c b := by
    intro b
    cases b with
    | false => exact sub_nonneg.2 hc.2
    | true => exact hc.1
  exact Finset.sum_nonneg fun i _ => Finset.sum_nonneg fun j hj =>
    Finset.sum_nonneg fun σ _ => mul_nonneg (Finset.prod_nonneg fun k _ => hocc (σ k))
      (hE i j (Finset.ne_of_mem_erase hj).symm σ)
```

### (h) The pure crystals

Write $\mathbf 1$ for the configuration with every site occupied and $\mathbf 0$ for the one with every site empty. Show that
$$\langle E\rangle_{c=1}=E(\mathbf 1),\qquad\langle E\rangle_{c=0}=E(\mathbf 0).$$

At $c=1$ an empty site has weight 0, so any configuration containing one drops out. The configuration $\mathbf 1$ remains, with weight 1. At $c=0$ the roles are exchanged. `Finset.sum_eq_single` reduces the sum to the surviving configuration, and `Function.ne_iff` finds the site whose weight vanishes in each of the others.

```lean
/-- At concentration one the average is the energy of the fully occupied crystal, at
concentration zero that of the empty one. -/
theorem average_pure (E : (ι → Bool) → ℝ) :
    average (fun _ => 1) E = E (fun _ => true) ∧
      average (fun _ => 0) E = E (fun _ => false) := by
  constructor
  · simp only [average]
    rw [Finset.sum_eq_single (fun _ => true)]
    · simp [occ]
    · intro σ _ hσ
      obtain ⟨i, hi⟩ := Function.ne_iff.1 hσ
      have h : σ i = false := by simpa using hi
      have hz : ∏ j, occ 1 (σ j) = 0 :=
        Finset.prod_eq_zero (Finset.mem_univ i) (by simp [h, occ])
      simp only [hz, zero_mul]
    · intro h
      exact absurd (Finset.mem_univ _) h
  · simp only [average]
    rw [Finset.sum_eq_single (fun _ => false)]
    · simp [occ]
    · intro σ _ hσ
      obtain ⟨i, hi⟩ := Function.ne_iff.1 hσ
      have h : σ i = true := by simpa using hi
      have hz : ∏ j, occ 0 (σ j) = 0 :=
        Finset.prod_eq_zero (Finset.mem_univ i) (by simp [h, occ])
      simp only [hz, zero_mul]
    · intro h
      exact absurd (Finset.mem_univ _) h
```

### (i) Comparison with the unmixed crystals

Under the condition of (g), show for $0\le c\le1$ that
$$\langle E\rangle_c\le c\,E(\mathbf 1)+(1-c)\,E(\mathbf 0).$$

Write $c=c\cdot1+(1-c)\cdot0$. Convexity gives $\langle E\rangle_c\le c\,\langle E\rangle_{c=1}+(1-c)\,\langle E\rangle_{c=0}$, and (h) evaluates the two ends. Lean takes the same inequality from the second component of `convexOn_average` and rewrites the ends with `average_pure`.

The mixing energy of the uncorrelated alloy, measured from the pure crystals described by the same $E$, is thus zero or negative. The inequality concerns energy only, without the entropy of mixing.

```lean
/-- If the mixed second differences of all pairs of distinct sites are nonnegative, then for
`0 ≤ c ≤ 1` the average energy is at most the linear interpolation between the pure crystals. -/
theorem average_le_interpolation (E : (ι → Bool) → ℝ)
    (hE : ∀ i j, i ≠ j → ∀ σ, 0 ≤ mixedDiff i j E σ) {c : ℝ} (h0 : 0 ≤ c) (h1 : c ≤ 1) :
    average (fun _ => c) E ≤ c * E (fun _ => true) + (1 - c) * E (fun _ => false) := by
  have m1 : (1 : ℝ) ∈ Set.Icc (0 : ℝ) 1 := ⟨zero_le_one, le_refl 1⟩
  have m0 : (0 : ℝ) ∈ Set.Icc (0 : ℝ) 1 := ⟨le_refl 0, zero_le_one⟩
  have h := (convexOn_average E hE).2 m1 m0 h0 (sub_nonneg.2 h1) (by ring)
  simpa only [smul_eq_mul, mul_one, mul_zero, add_zero, (average_pure E).1,
    (average_pure E).2] using h

end

end RandomAlloyCurvature
```

```lean
#print axioms RandomAlloyCurvature.hasDerivAt_deriv_average
#print axioms RandomAlloyCurvature.average_le_interpolation
```

```
'RandomAlloyCurvature.hasDerivAt_deriv_average' depends on axioms: [propext, Classical.choice, Quot.sound]
'RandomAlloyCurvature.average_le_interpolation' depends on axioms: [propext, Classical.choice, Quot.sound]
```
